# For positive kinetic and potential energies, the virial relation fixes the optimal scale in a potential $g|x|^k$

## A particle in a linear potential

Take a particle on a line in the potential $g|x|$ with $g>0$, and a trial wave function with kinetic energy 1 and potential energy 2 in some unit. Rescale the wave function so that all lengths are divided by a factor $s>0$. This multiplies the kinetic energy by $s^2$ and divides the potential energy by $s$. For $s>1$ the function is compressed: its slopes become steeper, and the particle stays closer to the origin. For $s<1$ it is stretched, and the opposite happens. The total energy is

$$E(s)=s^2+\frac{2}{s},\qquad E(s)-3=\frac{(s-1)^2(s+2)}{s}.$$

The difference is positive for every $s>0$ except $s=1$, where it vanishes. The original wave function therefore already has the best scale, and its energies satisfy $2\cdot 1=1\cdot 2$: twice the kinetic energy equals the potential energy. For a potential $g|x|^k$ the same competition leads to the relation $2T=kV$.

## How the energies scale

Let $\psi$ be a wave function on the line and $k$ a positive integer. In atomic units, for a particle of unit mass, its kinetic and potential energies are

$$T=\tfrac12\int|\psi'(x)|^2\,dx,\qquad V=\int g|x|^k|\psi(x)|^2\,dx.$$

The dilated wave function is $\psi_s(x)=\sqrt s\,\psi(sx)$ with $s>0$. The substitution $y=sx$, $dx=dy/s$, gives its norm and both energies.

- The norm is unchanged: $\int s|\psi(sx)|^2dx=\int|\psi(y)|^2dy$.
- The derivative is $\psi_s'(x)=s^{3/2}\psi'(sx)$, so the kinetic energy is $\tfrac12 s^3\int|\psi'(sx)|^2dx=s^2T$.
- Since $|x|^k=|y|^k/s^k$, the potential energy is $\int g|x|^k s|\psi(sx)|^2dx=V/s^k$.

Along the family of dilated functions the energy is therefore

$$E(s)=s^2T+\frac{V}{s^k}.$$

## What is proved

The first main theorem, `unique_optimalScale_and_virial`, concerns this function alone. For real $T,V>0$ and a positive integer $k$, there is exactly one optimal scale, and a scale $s>0$ is optimal if and only if

$$2s^2T=k\,\frac{V}{s^k}.$$

In Lean, $E(s)$ is `scaledEnergy T V k s`. The predicate `IsOptimalScale T V k s` says that $s$ is positive and that no positive scale has lower energy, so it describes a global minimum and not merely a stationary point. The quantifier `∃!` means "there is exactly one".

The second, `virial_theorem`, concerns wave functions. If `kinetic ψ` and `potential g k ψ` are both positive, then no dilation lowers the total energy of $\psi$ if and only if $2T=kV$.

Here `ψ : ℝ → ℂ` is an arbitrary function and need not be normalised. If $N=\int|\psi|^2dx$ is finite, the expectation values are $\langle T\rangle=T/N$ and $\langle V\rangle=V/N$. Dilation preserves $N$, so comparing total energies is the same as comparing energy expectation values, and the relation reads $2\langle T\rangle=k\langle V\rangle$.

The positivity hypotheses describe a state with some kinetic energy in a confining potential, since $V>0$ forces $g>0$. They also ensure that both integrals converge, because Lean assigns the value zero to a divergent integral. The kinetic energy uses the pointwise derivative, which does not register a jump in $\psi$. The physical reading therefore needs a sufficiently regular function, for example one that is continuous and piecewise continuously differentiable.

The virial theorem of quantum mechanics is usually stated for energy eigenstates. The theorem here compares a wave function only with its own dilates; it neither assumes nor concludes that $\psi$ is an eigenstate. It treats one particle in one dimension, and the Coulomb potential, with its exponent $-1$ and negative energy, is not covered.

For a single particle in such a power-law potential, the relation serves as a test of a variational calculation: a trial function that violates it can be improved by changing its length scale alone.

## Derivation by an inequality for logarithms

**Comparing two scales.** For $x>0$ we have $\log x\le x-1$, with equality only at $x=1$. Let $r>0$ and $r\ne1$. Then $r^2\neq 1$, and putting $x=r^2$ and $x=r^{-k}$ gives

$$2\log r<r^2-1,\qquad -k\log r\le r^{-k}-1.$$

Multiply the first inequality by $k$ and the second by 2, and add them. The logarithms cancel, which leaves

$$k+2<kr^2+\frac{2}{r^k}.$$

For $k=1$ this is the inequality $3<r^2+2/r$ found for the linear potential.

**The virial relation implies optimality.** Suppose that $s>0$ satisfies $2s^2T=kV/s^k$, and write $A=s^2T$. Then $V/s^k=2A/k$, and

$$E(s)=A+\frac{2A}{k}=\frac{A}{k}(k+2).$$

Any other positive scale is $t=rs$ with $r\neq1$, and its energy is

$$E(t)=r^2A+\frac{2A}{k\,r^k}=\frac{A}{k}\left(kr^2+\frac{2}{r^k}\right)>\frac{A}{k}(k+2)=E(s).$$

**Existence.** Multiplying the virial relation by $s^k$ and dividing by $2T$ turns it into $s^{k+2}=kV/(2T)$. Its positive solution is

$$s_0=\left(\frac{kV}{2T}\right)^{1/(k+2)},$$

so $s_0$ is an optimal scale.

**Uniqueness and the converse.** If $s$ is optimal and $s\ne s_0$, the strict inequality gives $E(s_0)<E(s)$, which contradicts the optimality of $s$. Hence $s=s_0$, and every optimal scale satisfies the virial relation.

**Back to the wave function.** The undilated function $\psi$ belongs to $s=1$. It has the lowest energy among its dilates exactly when $s=1$ is optimal, and at $s=1$ the virial relation is $2T=kV$.

## The Lean file

```lean
import Mathlib

open MeasureTheory

namespace VirialScaling

noncomputable section

/-- The energy `s² T + V / s^k` at scale `s > 0`, where `T` and `V` stand for the kinetic and
potential energies at scale 1. -/
def scaledEnergy (T V : ℝ) (k : ℕ) (s : ℝ) : ℝ := s ^ 2 * T + V / s ^ k

/-- A positive scale is optimal if no other positive scale has lower energy. -/
def IsOptimalScale (T V : ℝ) (k : ℕ) (s : ℝ) : Prop :=
  0 < s ∧ ∀ t : ℝ, 0 < t → scaledEnergy T V k s ≤ scaledEnergy T V k t

/-- The explicit scale `(k V / (2 T))^(1/(k+2))`, for `T > 0` and `V > 0`. -/
def optimalScale (T V : ℝ) (k : ℕ) : ℝ :=
  (k * V / (2 * T)) ^ (((k + 2 : ℕ) : ℝ)⁻¹)

/-- For a positive integer `k` and a positive ratio of scales `r ≠ 1`, the sum
`k r² + 2 / r^k` exceeds its value `k + 2` at `r = 1`. -/
theorem scaling_inequality {k : ℕ} (hk : 0 < k) {r : ℝ} (hr : 0 < r) (hr1 : r ≠ 1) :
    (k : ℝ) + 2 < k * r ^ 2 + 2 / r ^ k := by
  have hk' : (0 : ℝ) < k := by exact_mod_cast hk
  have hr2 : r ^ 2 ≠ 1 := by
    intro h
    apply hr1
    have h0 : (r - 1) * (r + 1) = 0 := by linear_combination h
    rcases mul_eq_zero.mp h0 with h1 | h1 <;> linarith
  -- weighted by `k` and `2`, the logarithms of `r²` and `1 / r^k` cancel
  have h1 := Real.log_lt_sub_one_of_pos (pow_pos hr 2) hr2
  have h2 := Real.log_le_sub_one_of_pos (inv_pos.mpr (pow_pos hr k))
  rw [Real.log_pow] at h1
  rw [Real.log_inv, Real.log_pow] at h2
  push_cast at h1
  have h3 := mul_lt_mul_of_pos_left h1 hk'
  rw [div_eq_mul_inv]
  nlinarith [h2, h3]

/-- For `T > 0` and a positive integer `k`, a positive scale that satisfies the virial
relation has strictly lower energy than every other positive scale. -/
theorem energy_lt_of_virial {T V : ℝ} (hT : 0 < T) {k : ℕ} (hk : 0 < k) {s t : ℝ}
    (hs : 0 < s) (ht : 0 < t) (hts : t ≠ s) (h : 2 * (s ^ 2 * T) = k * (V / s ^ k)) :
    scaledEnergy T V k s < scaledEnergy T V k t := by
  have hk' : (0 : ℝ) < k := by exact_mod_cast hk
  have hr1 : t / s ≠ 1 := fun h1 => hts ((div_eq_one_iff_eq hs.ne').mp h1)
  have hA : 0 < s ^ 2 * T := by positivity
  have key := mul_lt_mul_of_pos_left (scaling_inequality hk (div_pos ht hs) hr1) hA
  -- rewrite both terms through the energies at scale `t`
  have e1 : s ^ 2 * T * (k * (t / s) ^ 2) = k * (t ^ 2 * T) := by
    field_simp
  have e2 : s ^ 2 * T * (2 / (t / s) ^ k) = k * (V / t ^ k) := by
    calc s ^ 2 * T * (2 / (t / s) ^ k) = 2 * (s ^ 2 * T) * (s ^ k / t ^ k) := by
          rw [div_pow]
          field_simp
      _ = k * (V / s ^ k) * (s ^ k / t ^ k) := by rw [h]
      _ = k * (V / t ^ k) := by field_simp
  rw [mul_add (s ^ 2 * T) (k * (t / s) ^ 2), e1, e2] at key
  have hfin : (k : ℝ) * scaledEnergy T V k s < k * scaledEnergy T V k t := by
    unfold scaledEnergy
    linarith
  exact lt_of_mul_lt_mul_left hfin hk'.le

/-- For `T, V > 0` and a positive integer `k`, the explicit scale is positive and satisfies
the virial relation. -/
theorem optimalScale_virial {T V : ℝ} (hT : 0 < T) (hV : 0 < V) {k : ℕ} (hk : 0 < k) :
    0 < optimalScale T V k ∧
      2 * (optimalScale T V k ^ 2 * T) = k * (V / optimalScale T V k ^ k) := by
  have hk' : (0 : ℝ) < k := by exact_mod_cast hk
  have hx : 0 < k * V / (2 * T) := by positivity
  have hs : 0 < optimalScale T V k := Real.rpow_pos_of_pos hx _
  have hp : optimalScale T V k ^ (k + 2) = k * V / (2 * T) :=
    Real.rpow_inv_natCast_pow hx.le (by omega)
  refine ⟨hs, ?_⟩
  rw [eq_div_iff (by positivity)] at hp
  rw [← mul_div_assoc, eq_div_iff (pow_pos hs k).ne']
  linear_combination hp

/-- For `T, V > 0` and a positive integer `k`, the energy `s² T + V / s^k` has exactly one optimal
scale, and a positive scale `s` is optimal exactly when `2 s² T = k V / s^k`. -/
theorem unique_optimalScale_and_virial {T V : ℝ} (hT : 0 < T) (hV : 0 < V) {k : ℕ}
    (hk : 0 < k) :
    (∃! s : ℝ, IsOptimalScale T V k s) ∧
      ∀ s : ℝ, 0 < s → (IsOptimalScale T V k s ↔ 2 * (s ^ 2 * T) = k * (V / s ^ k)) := by
  obtain ⟨h0, hvir⟩ := optimalScale_virial hT hV hk
  have hmin : ∀ s : ℝ, 0 < s → 2 * (s ^ 2 * T) = k * (V / s ^ k) →
      IsOptimalScale T V k s := by
    intro s hs h
    refine ⟨hs, fun t ht => ?_⟩
    by_cases hts : t = s
    · rw [hts]
    · exact (energy_lt_of_virial hT hk hs ht hts h).le
  -- any optimal scale coincides with the explicit one
  have huniq : ∀ s : ℝ, IsOptimalScale T V k s → s = optimalScale T V k := by
    intro s hs
    by_contra hne
    exact not_lt_of_ge (hs.2 _ h0) (energy_lt_of_virial hT hk h0 hs.1 hne hvir)
  refine ⟨⟨optimalScale T V k, hmin _ h0 hvir, huniq⟩, fun s hs => ⟨fun h => ?_, hmin s hs⟩⟩
  rw [huniq s h]
  exact hvir

/-- The dilated wave function `√s ψ(s x)` on the line, for `s > 0`. -/
def dilate (s : ℝ) (ψ : ℝ → ℂ) (x : ℝ) : ℂ := (Real.sqrt s : ℂ) * ψ (s * x)

/-- The kinetic energy `½ ∫ |ψ'|²` in atomic units, with the pointwise derivative. -/
def kinetic (ψ : ℝ → ℂ) : ℝ := 1 / 2 * ∫ x : ℝ, ‖deriv ψ x‖ ^ 2

/-- The potential energy `∫ g |x|^k |ψ|²` of `ψ` for the power-law potential `g |x|^k`. -/
def potential (g : ℝ) (k : ℕ) (ψ : ℝ → ℂ) : ℝ := ∫ x : ℝ, g * |x| ^ k * ‖ψ x‖ ^ 2

/-- Dilation by `s > 0` multiplies the kinetic energy by `s²`. -/
theorem kinetic_dilate {s : ℝ} (hs : 0 < s) (ψ : ℝ → ℂ) :
    kinetic (dilate s ψ) = s ^ 2 * kinetic ψ := by
  have hd : ∀ x, ‖deriv (dilate s ψ) x‖ ^ 2 = s ^ 3 * ‖deriv ψ (s * x)‖ ^ 2 := by
    intro x
    have h1 : deriv (dilate s ψ) x = (Real.sqrt s : ℂ) * (s • deriv ψ (s * x)) := by
      change deriv (fun y => (Real.sqrt s : ℂ) * ψ (s * y)) x = _
      rw [deriv_const_mul_field, deriv_comp_mul_left s ψ x]
    rw [h1, norm_mul, norm_smul, Complex.norm_real, Real.norm_eq_abs, Real.norm_eq_abs,
      mul_pow, mul_pow, sq_abs, sq_abs, Real.sq_sqrt hs.le]
    ring
  -- substitute `y = s x`
  have hi := Measure.integral_comp_mul_left (fun y : ℝ => ‖deriv ψ y‖ ^ 2) s
  simp only [smul_eq_mul] at hi
  simp only [kinetic, hd]
  rw [integral_const_mul, hi, abs_of_pos (inv_pos.mpr hs)]
  field_simp

/-- Dilation by `s > 0` divides the potential energy for `g |x|^k` by `s^k`. -/
theorem potential_dilate (g : ℝ) (k : ℕ) {s : ℝ} (hs : 0 < s) (ψ : ℝ → ℂ) :
    potential g k (dilate s ψ) = potential g k ψ / s ^ k := by
  have h : ∀ x, g * |x| ^ k * ‖dilate s ψ x‖ ^ 2 =
      s / s ^ k * (g * |s * x| ^ k * ‖ψ (s * x)‖ ^ 2) := by
    intro x
    rw [dilate, norm_mul, Complex.norm_real, Real.norm_eq_abs, mul_pow, sq_abs,
      Real.sq_sqrt hs.le, abs_mul, abs_of_pos hs, mul_pow]
    field_simp
  -- substitute `y = s x`
  have hi := Measure.integral_comp_mul_left (fun y : ℝ => g * |y| ^ k * ‖ψ y‖ ^ 2) s
  simp only [smul_eq_mul] at hi
  simp only [potential, h]
  rw [integral_const_mul, hi, abs_of_pos (inv_pos.mpr hs)]
  field_simp

/-- Dilation by `s > 0` preserves the norm integral of the wave function. -/
theorem norm_dilate {s : ℝ} (hs : 0 < s) (ψ : ℝ → ℂ) :
    ∫ x : ℝ, ‖dilate s ψ x‖ ^ 2 = ∫ x : ℝ, ‖ψ x‖ ^ 2 := by
  simpa [potential] using potential_dilate 1 0 hs ψ

/-- For a positive integer `k` and a wave function with positive kinetic energy and positive
potential energy for `g |x|^k`, no dilation lowers the total energy exactly when twice the kinetic
energy equals `k` times the potential energy. -/
theorem virial_theorem (g : ℝ) {k : ℕ} (hk : 0 < k) (ψ : ℝ → ℂ)
    (hT : 0 < kinetic ψ) (hV : 0 < potential g k ψ) :
    (∀ s : ℝ, 0 < s →
      kinetic ψ + potential g k ψ ≤ kinetic (dilate s ψ) + potential g k (dilate s ψ)) ↔
      2 * kinetic ψ = k * potential g k ψ := by
  have hmain := (unique_optimalScale_and_virial hT hV hk).2 1 one_pos
  simp only [one_pow, one_mul, div_one] at hmain
  rw [← hmain]
  -- the undilated state is the scale `s = 1`
  have e1 : scaledEnergy (kinetic ψ) (potential g k ψ) k 1 =
      kinetic ψ + potential g k ψ := by
    simp only [scaledEnergy, one_pow, one_mul, div_one]
  have e : ∀ s : ℝ, 0 < s → scaledEnergy (kinetic ψ) (potential g k ψ) k s =
      kinetic (dilate s ψ) + potential g k (dilate s ψ) := by
    intro s hs
    rw [kinetic_dilate hs, potential_dilate g k hs, scaledEnergy]
  constructor
  · intro h
    refine ⟨one_pos, fun s hs => ?_⟩
    rw [e1, e s hs]
    exact h s hs
  · intro h s hs
    rw [← e1, ← e s hs]
    exact h.2 s hs

end

end VirialScaling
```

```lean
#print axioms VirialScaling.unique_optimalScale_and_virial
#print axioms VirialScaling.norm_dilate
#print axioms VirialScaling.virial_theorem
```

```
'VirialScaling.unique_optimalScale_and_virial' depends on axioms: [propext, Classical.choice, Quot.sound]
'VirialScaling.norm_dilate' depends on axioms: [propext, Classical.choice, Quot.sound]
'VirialScaling.virial_theorem' depends on axioms: [propext, Classical.choice, Quot.sound]
```

## From the logarithms to the unique scale

`scaling_inequality` is the comparison of $kr^2+2/r^k$ with $k+2$. The facts `h1` and `h2` are the two logarithmic bounds, the first strict and the second not. Rewriting with `Real.log_pow` and `Real.log_inv` expresses both through $\log r$. The first bound is multiplied by $k$ to give `h3`, and `nlinarith` combines it with `h2` so that the logarithms cancel.

`energy_lt_of_virial` applies this inequality to $r=t/s$ and multiplies it by $A=s^2T$. The identities `e1` and `e2` turn the two terms on the right into $k\,t^2T$ and $kV/t^k$; the second of them uses the virial relation. The outcome is $kE(s)<kE(t)$, and the positive factor $k$ is then cancelled. The lemma does not assume $V>0$, because the virial relation with $T>0$ already implies it.

`optimalScale_virial` checks the explicit scale $s_0$. The fact `hp` states that $s_0^{k+2}=kV/(2T)$. After the denominators are cleared, `linear_combination hp` identifies this equation with the virial relation.

`unique_optimalScale_and_virial` assembles these results. Its intermediate statement `hmin` says that the virial relation implies optimality, with the case $t=s$ treated separately because the energy comparison is strict only for different scales. The statement `huniq` is the argument by contradiction that every optimal scale equals $s_0$. The converse follows by replacing $s$ with $s_0$.

## From the integrals to the wave function

`kinetic_dilate` and `potential_dilate` prove the scaling laws. In the first, the factor $s^3$ in the integrand is the product of $s^2$ from the chain rule, `deriv_comp_mul_left`, and $s$ from the squared prefactor $\sqrt s$. The second rewrites $|x|^k$ through $|sx|^k$. Both then use `Measure.integral_comp_mul_left`, which is the substitution $y=sx$ and supplies the factor $1/s$. `norm_dilate` is the special case $g=1$, $k=0$ of the potential law, since the integrand is then $|\psi|^2$.

`virial_theorem` applies the result for $E(s)$ with $T$ and $V$ set to the two energies of $\psi$, at the scale 1. The identity `e1` says that $E(1)$ is the energy of $\psi$ itself, and `e` uses the scaling laws to identify $E(s)$ with the energy of the dilated function. The two directions of the equivalence then translate between optimality of the scale 1 and the statement that no dilation lowers the energy.
